# Wilf's bound: a finite graph with largest adjacency eigenvalue below q is q-colourable

A: Let \(G\) be a finite nonempty simple graph with adjacency matrix \(A\), and let \(\Lambda\) be the largest eigenvalue of \(A\). If \(\Lambda<q\) for a natural number \(q\), the sites can be given \(q\) colours so that neighbours always differ.

Q: I think of sites and orbital energies. What does the code have?

A: The sites form a finite type `V`, and the bonds are a `SimpleGraph V`: undirected, unweighted, with no self-loops.

```lean
import Mathlib

open Matrix

namespace WilfColouring

noncomputable section

variable {V : Type*} [Fintype V] [DecidableEq V]
```

A level of a real square matrix \(M\) is a real number \(\mu\) with \(Mv=\mu v\) for some nonzero real vector \(v\). When \(M\) is the Hückel Hamiltonian below, the levels are the orbital energies. For a real symmetric matrix this gives the whole spectrum, without multiplicities.

```lean
/-- The levels of a real matrix: the real numbers `μ` with `M v = μ v` for some nonzero `v`. -/
def levels (M : Matrix V V ℝ) : Set ℝ :=
  {μ | ∃ v : V → ℝ, v ≠ 0 ∧ M *ᵥ v = μ • v}
```

The Hückel Hamiltonian is \(H=\alpha 1+\beta A\). Here \(\alpha\) is the energy of an isolated site orbital and \(\beta\) the coupling across a bond, each the same throughout the molecule.

```lean
/-- The Hückel Hamiltonian with on-site energy `α` and hopping `β` along the bonds of `G`. -/
def huckel (G : SimpleGraph V) [DecidableRel G.Adj] (α β : ℝ) : Matrix V V ℝ :=
  α • (1 : Matrix V V ℝ) + β • G.adjMatrix ℝ
```

Q: "Largest eigenvalue" enters as a hypothesis, `IsGreatest (levels A) Λ`. Could it be empty?

A: Only if there are no sites. Otherwise the spectral theorem supplies a level, and all levels are roots of the characteristic polynomial, so there are finitely many and one is largest. The next two theorems say this.

```lean
/-- Each eigenvalue listed by the spectral theorem for a real symmetric matrix is a level. -/
theorem eigenvalue_mem_levels {M : Matrix V V ℝ} (hM : M.IsHermitian) (i : V) :
    hM.eigenvalues i ∈ levels M := by
  refine ⟨(hM.eigenvectorBasis i).ofLp, ?_, hM.mulVec_eigenvectorBasis i⟩
  intro h
  apply hM.eigenvectorBasis.orthonormal.ne_zero i
  ext j
  exact congrFun h j

/-- A real symmetric matrix on a nonempty set of sites has a largest level. -/
theorem exists_isGreatest_levels [Nonempty V] {A : Matrix V V ℝ} (hA : A.IsHermitian) :
    ∃ Λ, IsGreatest (levels A) Λ := by
  -- levels are roots of the characteristic polynomial, so there are finitely many
  have hfin : (levels A).Finite := by
    refine (Polynomial.finite_setOfPred_isRoot A.charpoly_monic.ne_zero).subset ?_
    rintro μ ⟨v, hv0, hv⟩
    show A.charpoly.eval μ = 0
    rw [Matrix.eval_charpoly]
    refine Matrix.exists_mulVec_eq_zero_iff.mp ⟨v, hv0, ?_⟩
    ext i
    simp [Matrix.sub_mulVec, hv, Matrix.scalar_apply]
  obtain ⟨Λ, h1, h2⟩ := Set.exists_max_image (levels A) id hfin
    ⟨_, eigenvalue_mem_levels hA (Classical.arbitrary V)⟩
  exact ⟨Λ, h1, fun μ hμ => h2 μ hμ⟩
```

Q: How does an eigenvalue know about colours?

A: Through the variational principle. Expand \(x=\sum_i c_i u_i\) in orthonormal eigenvectors of \(A\), with eigenvalues \(\lambda_i\):
\[
x\cdot Ax=\sum_i\lambda_i c_i^2\le\Lambda\sum_i c_i^2=\Lambda\,x\cdot x .
\]
The Lean proof puts the same fact differently: if \(\nu\) is an eigenvalue of \(\Lambda 1-A\), then \(\Lambda-\nu\) is a level of \(A\), so \(\nu\ge0\) and \(\Lambda 1-A\) is positive semidefinite.

```lean
/-- Variational principle: if no level of a real symmetric matrix exceeds `Λ`, then
`x · A x ≤ Λ (x · x)` for every trial vector `x`. -/
theorem rayleigh_le {A : Matrix V V ℝ} (hA : A.IsHermitian) {Λ : ℝ}
    (hΛ : ∀ μ ∈ levels A, μ ≤ Λ) (x : V → ℝ) : x ⬝ᵥ A *ᵥ x ≤ Λ * (x ⬝ᵥ x) := by
  have hM : (Λ • (1 : Matrix V V ℝ) - A).IsHermitian := by
    rw [Matrix.IsHermitian, Matrix.conjTranspose_sub, Matrix.conjTranspose_smul,
      Matrix.conjTranspose_one, hA.eq, star_trivial]
  -- a level `ν` of `Λ - A` is a level `Λ - ν` of `A`, hence `ν ≥ 0`
  have hpos : (Λ • (1 : Matrix V V ℝ) - A).PosSemidef := by
    refine hM.posSemidef_iff_eigenvalues_nonneg.mpr (fun i => ?_)
    obtain ⟨v, hv0, hv⟩ := eigenvalue_mem_levels hM i
    rw [Matrix.sub_mulVec, Matrix.smul_mulVec, Matrix.one_mulVec] at hv
    have h := hΛ (Λ - hM.eigenvalues i) ⟨v, hv0, by rw [sub_smul, ← hv, sub_sub_cancel]⟩
    show 0 ≤ hM.eigenvalues i
    linarith
  have h := hpos.dotProduct_mulVec_nonneg x
  rw [star_trivial, Matrix.sub_mulVec, Matrix.smul_mulVec, Matrix.one_mulVec,
    dotProduct_sub, dotProduct_smul, smul_eq_mul] at h
  linarith
```

Now take a nonempty set \(S\) of sites and let \(x\) be 1 on \(S\) and 0 elsewhere. From here on \(v\) may also name a site: write \(d_S(v)\) for the number of neighbours of the site \(v\) inside \(S\). Then \(x\cdot x=|S|\) and
\[
\sum_{v\in S}d_S(v)=x\cdot Ax\le\Lambda|S| .
\]
For the normalised state \(x/\sqrt{|S|}\), the expectation value of \(A\) is thus the average of \(d_S\) over \(S\), and it is at most \(\Lambda\). Some site of \(S\) therefore has \(d_S(v)\le\Lambda\). Lean argues by contradiction: if every site exceeded \(\Lambda\), so would the average.

```lean
/-- If no adjacency level exceeds `Λ`, every nonempty set `S` of sites contains a site with at
most `Λ` neighbours inside `S`. -/
theorem exists_few_neighbours (G : SimpleGraph V) [DecidableRel G.Adj] {Λ : ℝ}
    (hΛ : ∀ μ ∈ levels (G.adjMatrix ℝ), μ ≤ Λ) (S : Finset V) (hS : S.Nonempty) :
    ∃ v ∈ S, ((S.filter (fun u => G.Adj v u)).card : ℝ) ≤ Λ := by
  by_contra! h
  have hA : (G.adjMatrix ℝ).IsHermitian := by
    rw [Matrix.IsHermitian, Matrix.conjTranspose_eq_transpose_of_trivial,
      SimpleGraph.transpose_adjMatrix]
  -- the trial vector is the indicator of `S`
  obtain ⟨x, hxd⟩ : ∃ x : V → ℝ, x = fun i => if i ∈ S then 1 else 0 := ⟨_, rfl⟩
  have hx : ∀ f : V → ℝ, x ⬝ᵥ f = ∑ v ∈ S, f v := by
    intro f
    simp [dotProduct, hxd]
  have hxx : x ⬝ᵥ x = S.card := by
    rw [hx, Finset.sum_congr rfl (fun v hv => show x v = 1 by simp [hxd, hv])]
    simp
  have hrow : ∀ v, (G.adjMatrix ℝ *ᵥ x) v = ((S.filter (fun u => G.Adj v u)).card : ℝ) := by
    intro v
    rw [show (G.adjMatrix ℝ *ᵥ x) v = x ⬝ᵥ (G.adjMatrix ℝ v) from dotProduct_comm _ _, hx]
    simp [SimpleGraph.adjMatrix_apply]
  have hR := rayleigh_le hA hΛ x
  rw [hxx, hx, Finset.sum_congr rfl (fun v _ => hrow v)] at hR
  have hlt := Finset.sum_lt_sum_of_nonempty hS h
  rw [Finset.sum_const, nsmul_eq_mul] at hlt
  linarith
```

Q: That is one site with few neighbours. I need a colouring of all of them.

A: Use it for every \(S\), by induction on subsets. Since \(\Lambda<q\), some \(w\in S\) has fewer than \(q\) neighbours in \(S\). Remove \(w\), colour the rest, and put \(w\) back: its neighbours use fewer than \(q\) colours, so one is free. In Lean, `Finset.strongInduction` runs the induction, a cardinality count finds the free colour, and `Function.update` assigns it to \(w\). Taking \(S\) to be all sites finishes the argument.

```lean
/-- Greedy colouring: if every nonempty set `S` of sites contains a site with fewer than `q`
neighbours inside `S`, then `q` colours suffice. -/
theorem greedy_colorable (G : SimpleGraph V) [DecidableRel G.Adj] {q : ℕ}
    (h : ∀ S : Finset V, S.Nonempty → ∃ v ∈ S, (S.filter (fun u => G.Adj v u)).card < q) :
    G.Colorable q := by
  have key : ∀ S : Finset V, ∃ c : V → ℕ, (∀ v ∈ S, c v < q) ∧
      ∀ u ∈ S, ∀ v ∈ S, G.Adj u v → c u ≠ c v := by
    intro S
    induction S using Finset.strongInduction with
    | H S ih =>
      rcases S.eq_empty_or_nonempty with hS | hS
      · exact ⟨fun _ => 0, by simp [hS], by simp [hS]⟩
      obtain ⟨w, hw, hdeg⟩ := h S hS
      obtain ⟨c, hc, hp⟩ := ih (S.erase w) (Finset.erase_ssubset hw)
      -- some colour is unused among the neighbours of `w`
      obtain ⟨k, hk, hkn⟩ : ∃ k, k ∈ Finset.range q ∧
          k ∉ (S.filter (fun u => G.Adj w u)).image c := by
        by_contra hall
        have hsub : Finset.range q ⊆ (S.filter (fun u => G.Adj w u)).image c :=
          fun k hk => by_contra fun hn => hall ⟨k, hk, hn⟩
        have h1 := (Finset.card_le_card hsub).trans Finset.card_image_le
        rw [Finset.card_range] at h1
        omega
      have hfree : ∀ u ∈ S, G.Adj w u → c u ≠ k := fun u hu ha he =>
        hkn (Finset.mem_image.mpr ⟨u, Finset.mem_filter.mpr ⟨hu, ha⟩, he⟩)
      refine ⟨Function.update c w k, ?_, ?_⟩
      · intro v hv
        by_cases hvw : v = w
        · rw [hvw, Function.update_self]
          exact Finset.mem_range.mp hk
        · rw [Function.update_of_ne hvw]
          exact hc v (Finset.mem_erase.mpr ⟨hvw, hv⟩)
      · intro u hu v hv ha
        by_cases huw : u = w
        · have hvw : v ≠ w := fun e => ha.ne (huw.trans e.symm)
          rw [huw, Function.update_self, Function.update_of_ne hvw]
          exact (hfree v hv (huw ▸ ha)).symm
        · by_cases hvw : v = w
          · rw [hvw, Function.update_self, Function.update_of_ne huw]
            exact hfree u hu (hvw ▸ ha.symm)
          · rw [Function.update_of_ne huw, Function.update_of_ne hvw]
            exact hp u (Finset.mem_erase.mpr ⟨huw, hu⟩) v (Finset.mem_erase.mpr ⟨hvw, hv⟩) ha
  obtain ⟨c, hc, hp⟩ := key Finset.univ
  exact ⟨SimpleGraph.Coloring.mk (fun v => (⟨c v, hc v (Finset.mem_univ v)⟩ : Fin q))
    (fun {u v} ha he => hp u (Finset.mem_univ u) v (Finset.mem_univ v) ha
      (congrArg Fin.val he))⟩
```

The bound joins the last two results. `Colorable q` means that a proper colouring with at most \(q\) colours exists.

```lean
/-- Wilf's colouring bound: if the largest adjacency eigenvalue `Λ` is less than `q`, the graph
can be properly coloured with `q` colours. -/
theorem wilf_colorable (G : SimpleGraph V) [DecidableRel G.Adj] {Λ : ℝ} {q : ℕ}
    (hΛ : IsGreatest (levels (G.adjMatrix ℝ)) Λ) (hq : Λ < q) : G.Colorable q := by
  refine greedy_colorable G (fun S hS => ?_)
  obtain ⟨v, hv, hd⟩ := exists_few_neighbours G (fun μ hμ => hΛ.2 hμ) S hS
  exact ⟨v, hv, by exact_mod_cast hd.trans_lt hq⟩
```

Choosing \(q=\lfloor\Lambda\rfloor+1\) bounds the chromatic number, the smallest sufficient number of colours.

```lean
/-- The chromatic number is at most one plus the integer part of the largest adjacency
eigenvalue. -/
theorem chromaticNumber_le (G : SimpleGraph V) [DecidableRel G.Adj] {Λ : ℝ}
    (hΛ : IsGreatest (levels (G.adjMatrix ℝ)) Λ) :
    G.chromaticNumber ≤ ((⌊Λ⌋₊ + 1 : ℕ) : ℕ∞) :=
  (wilf_colorable G hΛ (by push_cast; exact Nat.lt_floor_add_one Λ)).chromaticNumber_le
```

Q: And in energies?

A: Take \(\beta<0\), so that in-phase overlap across a bond lowers the energy. A level \(\mu\) of \(A\) becomes \(\alpha+\beta\mu\), and the order reverses: the lowest orbital energy is \(E=\alpha+\beta\Lambda\). Dividing by \(\beta\) turns \(\alpha+q\beta<E\) into \(\Lambda=(E-\alpha)/\beta<q\).

```lean
/-- Hückel form: for `β < 0`, if the lowest orbital energy `E` lies above `α + q β`, the sites
can be coloured with `q` colours so that bonded sites differ. -/
theorem huckel_colorable (G : SimpleGraph V) [DecidableRel G.Adj] {α β E : ℝ} {q : ℕ}
    (hβ : β < 0) (hE : IsLeast (levels (huckel G α β)) E) (hq : α + q * β < E) :
    G.Colorable q := by
  have hH : ∀ v, huckel G α β *ᵥ v = α • v + β • (G.adjMatrix ℝ *ᵥ v) := by
    intro v
    rw [huckel, Matrix.add_mulVec, Matrix.smul_mulVec, Matrix.smul_mulVec, Matrix.one_mulVec]
  refine wilf_colorable G (Λ := (E - α) / β) ⟨?_, ?_⟩ ?_
  · obtain ⟨v, hv0, hv⟩ := hE.1
    refine ⟨v, hv0, ?_⟩
    ext i
    have hi := congrFun ((hH v).symm.trans hv) i
    simp only [Pi.add_apply, Pi.smul_apply, smul_eq_mul] at hi ⊢
    rw [div_mul_eq_mul_div, eq_div_iff hβ.ne]
    linarith
  · rintro μ ⟨v, hv0, hv⟩
    have h := hE.2 (show α + β * μ ∈ levels (huckel G α β) from
      ⟨v, hv0, by rw [hH, hv, add_smul, mul_smul]⟩)
    rw [le_div_iff_of_neg hβ]
    linarith
  · rw [div_lt_iff_of_neg hβ]
    linarith
```

For \(q=2\), within this non-interacting model with uniform \(\alpha\) and \(\beta\), the lowest orbital energy can certify that a molecule is alternant, meaning that its sites can be given two colours so that bonded sites differ. The test is only sufficient, and it never succeeds when bonded sites of the model form a closed ring: if \(S\) is the set of ring sites, the average of \(d_S\) is at least 2, so \(\Lambda\ge2\). Benzene, for example, is alternant, yet has \(E=\alpha+2\beta\) exactly.

Q: Would \(\Lambda\le q\) do?

A: No. On the complete graph with \(n+1\) sites, \((Av)_i=s-v_i\) with \(s=\sum_j v_j\). The uniform vector has eigenvalue \(n\). If \(Av=\mu v\) with \(\mu>n\), summing over sites gives \((\mu-n)s=0\), so \(s=0\). Then \((\mu+1)v_i=0\) for every \(i\), so \(v=0\), which is excluded. Hence \(\Lambda=n\), while \(n+1\) mutually bonded sites need \(n+1\) different colours.

The smallest case is \(n=0\), a single site: \(\Lambda=0\), one colour suffices, and zero colours do not.

```lean
/-- Sharpness: the complete graph on `n + 1` sites has largest adjacency eigenvalue `n` and
cannot be properly coloured with `n` colours. -/
theorem complete_graph_sharp (n : ℕ) :
    IsGreatest (levels ((⊤ : SimpleGraph (Fin (n + 1))).adjMatrix ℝ)) (n : ℝ) ∧
      ¬ (⊤ : SimpleGraph (Fin (n + 1))).Colorable n := by
  have hact : ∀ (v : Fin (n + 1) → ℝ) (i : Fin (n + 1)),
      ((⊤ : SimpleGraph (Fin (n + 1))).adjMatrix ℝ *ᵥ v) i = (∑ j, v j) - v i := by
    intro v i
    have h : ∀ j, (⊤ : SimpleGraph (Fin (n + 1))).adjMatrix ℝ i j * v j
        = v j - if i = j then v j else 0 := by
      intro j
      by_cases hij : i = j <;> simp [SimpleGraph.adjMatrix_apply, hij]
    simp only [Matrix.mulVec, dotProduct]
    rw [Finset.sum_congr rfl (fun j _ => h j), Finset.sum_sub_distrib]
    simp
  refine ⟨⟨⟨fun _ => 1, fun h => one_ne_zero (congrFun h 0), ?_⟩, ?_⟩, ?_⟩
  · ext i
    rw [hact]
    simp
  · rintro μ ⟨v, hv0, hv⟩
    by_contra hμ
    have hlt : (n : ℝ) < μ := lt_of_not_ge hμ
    have hi : ∀ i, (∑ j, v j) - v i = μ * v i := fun i => by
      rw [← hact, hv, Pi.smul_apply, smul_eq_mul]
    -- summing the eigenvalue equation over all sites forces the total amplitude to vanish
    have hs : ∑ i, ((∑ j, v j) - v i) = ∑ i, μ * v i := Finset.sum_congr rfl (fun i _ => hi i)
    rw [Finset.sum_sub_distrib, Finset.sum_const, Finset.card_univ, Fintype.card_fin,
      nsmul_eq_mul, ← Finset.mul_sum] at hs
    push_cast at hs
    have h0 : (μ - n) * ∑ j, v j = 0 := by linarith
    have hsum : ∑ j, v j = 0 := (mul_eq_zero.mp h0).resolve_left (sub_pos.mpr hlt).ne'
    apply hv0
    ext i
    have h1 := hi i
    rw [hsum] at h1
    have h2 : (μ + 1) * v i = 0 := by linarith
    have hn : (0 : ℝ) ≤ n := Nat.cast_nonneg n
    exact (mul_eq_zero.mp h2).resolve_left (by linarith : (0 : ℝ) < μ + 1).ne'
  · rintro ⟨c⟩
    have hinj : Function.Injective c := by
      intro u v huv
      by_contra hne
      exact c.valid ((SimpleGraph.top_adj u v).mpr hne) huv
    have hcard := Fintype.card_le_of_injective c hinj
    rw [Fintype.card_fin, Fintype.card_fin] at hcard
    omega

end

end WilfColouring
```

```lean
#print axioms WilfColouring.wilf_colorable
#print axioms WilfColouring.chromaticNumber_le
#print axioms WilfColouring.huckel_colorable
#print axioms WilfColouring.complete_graph_sharp
```

```
'WilfColouring.wilf_colorable' depends on axioms: [propext, Classical.choice, Quot.sound]
'WilfColouring.chromaticNumber_le' depends on axioms: [propext, Classical.choice, Quot.sound]
'WilfColouring.huckel_colorable' depends on axioms: [propext, Classical.choice, Quot.sound]
'WilfColouring.complete_graph_sharp' depends on axioms: [propext, Classical.choice, Quot.sound]
```
